# For z > 1, multiplying the Chebyshev series of the resolvent 1/(z − x), truncated at order N, by z − x leaves a constant and a remainder in T_N and T_{N+1}

On −1 ≤ x ≤ 1, the Chebyshev series of the scalar resolvent 1/(z − x), with z > 1, has coefficients that decay as powers of q = z − √(z² − 1). The theorem `telescoping` takes the sum 1 + 2 ∑ qⁿ Tₙ(x), with n from 1 to N and the series' overall factor 1/√(z² − 1) left out, and multiplies it by z − x. The result is exactly √(z² − 1) − q^N (T_{N+1}(x) − q T_N(x)), for every real x and every natural number N; x is a number here, and no Hamiltonian appears. The remainder thus involves the last polynomial kept in the sum (for N = 0, the constant T₀ = 1) and the first one dropped. The attempt goes by induction on N, with `simp` for the empty sum at N = 0, and the three-term recursion of the Chebyshev polynomials together with q² + 1 = 2zq for the step.

As first written in Lean, the proof fails:

```lean
import Mathlib

open Polynomial.Chebyshev (T T_add_two T_real_cos)

namespace Telescoping

noncomputable section

/-- The decay factor `q = z - √(z² - 1)` of the Chebyshev coefficients of `1/(z - x)`, for `z > 1`.
-/
def decay (z : ℝ) : ℝ := z - √(z ^ 2 - 1)

/-- For `z > 1` the root `√(z² - 1)` is positive, the decay factor lies strictly between
`0` and `1`, and it solves `q² + 1 = 2zq`. -/
theorem decay_facts {z : ℝ} (hz : 1 < z) :
    0 < √(z ^ 2 - 1) ∧ 0 < decay z ∧ decay z < 1 ∧ decay z ^ 2 + 1 = 2 * z * decay z := by
  have hpos : 0 < z ^ 2 - 1 := by nlinarith
  have hsq : √(z ^ 2 - 1) ^ 2 = z ^ 2 - 1 := Real.sq_sqrt hpos.le
  have hlt : √(z ^ 2 - 1) < z := (Real.sqrt_lt' (by linarith)).mpr (by linarith)
  have hgt : z - 1 < √(z ^ 2 - 1) := Real.lt_sqrt_of_sq_lt (by nlinarith)
  unfold decay
  refine ⟨Real.sqrt_pos.mpr hpos, by linarith, by linarith, ?_⟩
  linear_combination hsq

/-- For `z > 1`, multiplying the undivided sum `1 + 2 ∑ qⁿ Tₙ(x)`, with `n` running from `1` to `N`,
by `z - x` leaves only `√(z² - 1)` and a term made of `T_N(x)` and `T_{N+1}(x)`. -/
theorem telescoping {z : ℝ} (hz : 1 < z) (x : ℝ) (N : ℕ) :
    (z - x) * (1 + 2 * ∑ n ∈ Finset.range N, decay z ^ (n + 1) * (T ℝ (n + 1)).eval x)
      = √(z ^ 2 - 1)
        - decay z ^ N * ((T ℝ (N + 1)).eval x - decay z * (T ℝ N).eval x) := by
  obtain ⟨-, -, -, hq⟩ := decay_facts hz
  induction N with
  | zero => simp [decay]
  | succ N ih =>
    -- the three-term recursion
    have hT : (T ℝ ((N : ℤ) + 1 + 1)).eval x
        = 2 * x * (T ℝ ((N : ℤ) + 1)).eval x - (T ℝ (N : ℤ)).eval x := by
      rw [show (N : ℤ) + 1 + 1 = N + 2 by ring, T_add_two]
      simp
    rw [Finset.sum_range_succ]
    simp only [Nat.cast_add, Nat.cast_one]
    linear_combination ih - decay z ^ N * (T ℝ ((N : ℤ) + 1)).eval x * hq
      + decay z ^ (N + 1) * hT

end

end Telescoping
```

Messages:

```
Main.lean:33:9: error: unsolved goals
case zero
z : ℝ
hz : 1 < z
x : ℝ
hq : decay z ^ 2 + 1 = 2 * z * decay z
⊢ z - x = √(z ^ 2 - 1) - (x - (z - √(z ^ 2 - 1)))
```

What went wrong. The one error is in the base case, N = 0. There `simp [decay]` does most of the work: it removes the empty sum, evaluates T₀ and T₁ to 1 and x, and unfolds `decay z`. It then stops at `z - x = √(z ^ 2 - 1) - (x - (z - √(z ^ 2 - 1)))`, and since nothing follows it, Lean reports an unsolved goal.

The remaining equation is true. When the brackets on the right are opened, the two square roots cancel and z − x is left. That takes rearranging terms across nested subtractions, which the simplification rules used by `simp` did not do here.

The repair keeps the `simp` call and adds `ring` after it. `ring` proves identities that follow from the laws of commutative rings, and it treats `√(z ^ 2 - 1)` as an unknown like any other, so it needs no fact about the root, nor the hypothesis `hq`. Putting the two tactics on lines of their own is only layout.

After these edits no error is left:

```diff
@@ -31,5 +31,7 @@
   obtain ⟨-, -, -, hq⟩ := decay_facts hz
   induction N with
-  | zero => simp [decay]
+  | zero =>
+    simp [decay]
+    ring
   | succ N ih =>
     -- the three-term recursion
```
